# Doubling rules for the matrix functions φ₁ and φ₂, singular matrices included

Squaring \(e^A\) gives \(e^{2A}\), but the same step fails in general for the φ-functions that many exponential integrators use besides the exponential. The function \(\varphi_2\), defined below, has the value \(\tfrac12\) at \(A=0\). Doubling \(A=0\) changes nothing, yet squaring the value gives \(\tfrac14\). A calculation that starts from a small time step and doubles it therefore needs other rules for these functions. The closed formula \(\varphi_1(A)=A^{-1}(e^A-1)\) is no general substitute, since it breaks down as soon as \(A\) has a zero eigenvalue.

For a square complex matrix \(A\) and \(k=0,1,2,\dots\), define

\[
\varphi_k(A)=\sum_{j=0}^{\infty}\frac{A^j}{(j+k)!}.
\]

No inverse of \(A\) appears. The rules to be derived are

\[
\varphi_1(2A)=\tfrac12\,(e^A+1)\,\varphi_1(A),\qquad
\varphi_2(2A)=\tfrac14\left(\varphi_1(A)^2+2\varphi_2(A)\right).
\]

In applications \(A=hL\), with time step \(h\) and constant generator \(L\). The solution of \(y'=Ly+b\) with \(y(0)=0\) and constant \(b\) is \(y(h)=h\,\varphi_1(hL)\,b\); for a source \(t\,c\) growing linearly in time it is \(h^2\varphi_2(hL)\,c\). For a Schrödinger equation in a finite orthonormal basis, with the Hamiltonian matrix \(H\) held constant over the step, \(L=-iH/\hbar\).

```lean
import Mathlib

open Finset
open scoped Nat

namespace ExponentialIntegratorPhi

noncomputable section
```

In Lean, `phi k A` is this series, written as the infinite sum `∑'`. The definition needs only a complex algebra `R` with a topology. Lean gives a divergent `∑'` the value zero, so convergence has to be settled first.

```lean
/-- The exponential-integrator function of order `k`: the series of `A ^ j / (j + k)!`. -/
def phi {R : Type*} [Ring R] [Algebra ℂ R] [TopologicalSpace R] (k : ℕ) (A : R) : R :=
  ∑' j : ℕ, ((j + k)! : ℂ)⁻¹ • A ^ j
```

## (a) Absolute convergence

**Task.** Show that the series for \(\varphi_k(A)\) converges absolutely in any complex algebra with a submultiplicative norm.

**Solution.** Induction on \(j\) gives \(\|A^j\|\le\|1\|\,\|A\|^j\). The factor \(\|1\|\) is kept because the norm of the identity is not assumed to be one. Since \((j+k)!\ge j!\),

\[
\left\|\frac{A^j}{(j+k)!}\right\|\le\|1\|\,\frac{\|A\|^j}{j!},
\]

and the right-hand side sums to \(\|1\|e^{\|A\|}\). In the code, `hpow` is the induction, `hf` compares the factorials, and the last `calc` block combines them.

```lean
section Banach

variable {R : Type*} [NormedRing R] [NormedAlgebra ℂ R]

/-- For every element `A` of a complex normed algebra, the norms of the terms of the series defining
`phi k A` are summable. -/
theorem phi_summable_norm (k : ℕ) (A : R) :
    Summable (fun j : ℕ => ‖((j + k)! : ℂ)⁻¹ • A ^ j‖) := by
  have hpow : ∀ j : ℕ, ‖A ^ j‖ ≤ ‖(1 : R)‖ * ‖A‖ ^ j := by
    intro j
    induction j with
    | zero => simp
    | succ j ih =>
      calc ‖A ^ (j + 1)‖ ≤ ‖A ^ j‖ * ‖A‖ := by rw [pow_succ]; exact norm_mul_le _ _
        _ ≤ (‖(1 : R)‖ * ‖A‖ ^ j) * ‖A‖ := by gcongr
        _ = ‖(1 : R)‖ * ‖A‖ ^ (j + 1) := by ring
  -- compare with the scalar exponential series
  refine Summable.of_nonneg_of_le (fun j => norm_nonneg _) (fun j => ?_)
    ((Real.summable_pow_div_factorial ‖A‖).mul_left ‖(1 : R)‖)
  have hf : ((j + k)! : ℝ)⁻¹ ≤ (j ! : ℝ)⁻¹ := by
    have h0 : (0 : ℝ) < (j ! : ℝ) := by exact_mod_cast Nat.factorial_pos j
    have h1 : (j ! : ℝ) ≤ ((j + k)! : ℝ) := by
      exact_mod_cast Nat.factorial_le (Nat.le_add_right j k)
    exact inv_anti₀ h0 h1
  calc ‖((j + k)! : ℂ)⁻¹ • A ^ j‖ = ((j + k)! : ℝ)⁻¹ * ‖A ^ j‖ := by
        rw [norm_smul, norm_inv, Complex.norm_natCast]
    _ ≤ (j ! : ℝ)⁻¹ * (‖(1 : R)‖ * ‖A‖ ^ j) :=
        mul_le_mul hf (hpow j) (norm_nonneg _) (by positivity)
    _ = ‖(1 : R)‖ * (‖A‖ ^ j / (j ! : ℝ)) := by ring
```

## (b) Convergence to φₖ(A)

**Task.** Deduce that the series converges to the element called \(\varphi_k(A)\).

**Solution.** In a complete space an absolutely convergent series converges. Completeness enters here as `CompleteSpace R`, which makes `R` a Banach algebra; bounded operators on a Hilbert space are an example. `HasSum` states that the terms sum to the given value, and the later parts use this form.

```lean
variable [CompleteSpace R]

lemma phi_hasSum (k : ℕ) (A : R) :
    HasSum (fun j : ℕ => ((j + k)! : ℂ)⁻¹ • A ^ j) (phi k A) :=
  (phi_summable_norm k A).of_norm.hasSum
```

## (c) A commutes with φₖ(A)

**Task.** Show that \(A\,\varphi_k(A)=\varphi_k(A)\,A\).

**Solution.** Multiply the series by \(A\) term by term, from the left and from the right. Both products have the terms \(A^{j+1}/(j+k)!\), and a series has only one sum. The equality of terms is `e`, and `h.unique` supplies the uniqueness.

```lean
/-- In a complex Banach algebra, `A` commutes with `phi k A` for every order `k`. -/
theorem phi_comm (k : ℕ) (A : R) : A * phi k A = phi k A * A := by
  have h := (phi_hasSum k A).mul_left A
  have e : (fun j : ℕ => A * (((j + k)! : ℂ)⁻¹ • A ^ j))
      = fun j : ℕ => (((j + k)! : ℂ)⁻¹ • A ^ j) * A := by
    funext j
    rw [mul_smul_comm, smul_mul_assoc, ← pow_succ, ← pow_succ']
  rw [e] at h
  exact h.unique ((phi_hasSum k A).mul_right A)
```

## (d) The recurrence between neighbouring orders

**Task.** Show that \(\varphi_k(A)=\dfrac{1}{k!}+A\,\varphi_{k+1}(A)\).

**Solution.** Split off the term \(j=0\) and shift the index in the rest:

\[
\varphi_k(A)=\frac1{k!}+\sum_{j=0}^{\infty}\frac{A^{j+1}}{(j+1+k)!}
=\frac1{k!}+A\sum_{j=0}^{\infty}\frac{A^{j}}{(j+(k+1))!}.
\]

The lemma `tsum_eq_zero_add` does the splitting, and the final `rw` matches the shifted terms.

```lean
/-- Neighbouring orders are linked by `phi_k(A) = 1/k! + A phi_(k+1)(A)`. -/
theorem phi_recurrence (k : ℕ) (A : R) :
    phi k A = (k ! : ℂ)⁻¹ • (1 : R) + A * phi (k + 1) A := by
  have h2 := ((phi_hasSum (k + 1) A).mul_left A).tsum_eq
  rw [← h2]
  refine (phi_hasSum k A).summable.tsum_eq_zero_add.trans ?_
  exact congrArg₂ (· + ·) (by simp) (tsum_congr fun j => by
    rw [mul_smul_comm, ← pow_succ', show j + 1 + k = j + (k + 1) by omega])
```

## (e) The binomial theorem, split at the k-th term

**Task.** For complex \(s,t\), separate the expansion of \((s+t)^{n+k}/(n+k)!\) into terms with at least \(k\) factors of \(s\) and terms with fewer.

**Solution.** Dividing the binomial theorem by \((n+k)!\) gives

\[
\frac{(s+t)^{n+k}}{(n+k)!}=\sum_{m=0}^{n+k}\frac{s^m}{m!}\,\frac{t^{n+k-m}}{(n+k-m)!}.
\]

In the terms with \(m\ge k\), put \(m=i+k\):

\[
\frac{(s+t)^{n+k}}{(n+k)!}=\sum_{i=0}^{n}\frac{s^{i+k}}{(i+k)!}\frac{t^{n-i}}{(n-i)!}
+\sum_{m=0}^{k-1}\frac{s^m}{m!}\frac{t^{n+(k-m)}}{(n+(k-m))!}.
\]

For \(k=0\) the second sum is empty. The statement `h` is the full sum before it is cut at the \(k\)-th term, with `hc` converting the binomial coefficient into factorials; `Finset.sum_range_add` then makes the cut.

```lean
/-- The binomial theorem for `(s + t) ^ (n + k) / (n + k)!`, split at the `k`-th term. -/
lemma binomial_split (s t : ℂ) (k n : ℕ) :
    (s + t) ^ (n + k) * ((n + k)! : ℂ)⁻¹ =
      ∑ i ∈ range (n + 1),
        s ^ (i + k) * ((i + k)! : ℂ)⁻¹ * (t ^ (n - i) * ((n - i)! : ℂ)⁻¹) +
      ∑ m ∈ range k,
        s ^ m * (m ! : ℂ)⁻¹ * (t ^ (n + (k - m)) * ((n + (k - m))! : ℂ)⁻¹) := by
  have h : (s + t) ^ (n + k) * ((n + k)! : ℂ)⁻¹ = ∑ m ∈ range (k + (n + 1)),
      s ^ m * (m ! : ℂ)⁻¹ * (t ^ (n + k - m) * ((n + k - m)! : ℂ)⁻¹) := by
    rw [add_pow, Finset.sum_mul, show n + k + 1 = k + (n + 1) by omega]
    refine Finset.sum_congr rfl fun m hm => ?_
    have hm' : m ≤ n + k := by have := Finset.mem_range.mp hm; omega
    have h1 : ((n + k)! : ℂ) ≠ 0 := by exact_mod_cast Nat.factorial_ne_zero _
    have h2 : (m ! : ℂ) ≠ 0 := by exact_mod_cast Nat.factorial_ne_zero _
    have h3 : ((n + k - m)! : ℂ) ≠ 0 := by exact_mod_cast Nat.factorial_ne_zero _
    have hc : ((n + k).choose m : ℂ) * ((n + k)! : ℂ)⁻¹
        = (m ! : ℂ)⁻¹ * ((n + k - m)! : ℂ)⁻¹ := by
      rw [Nat.cast_choose ℂ hm']
      field_simp
    linear_combination s ^ m * t ^ (n + k - m) * hc
  rw [h, Finset.sum_range_add, add_comm]
  refine congrArg₂ (· + ·) (Finset.sum_congr rfl fun i _ => ?_)
    (Finset.sum_congr rfl fun m hm => ?_)
  · rw [show n + k - (k + i) = n - i by omega, add_comm k i]
  · have := Finset.mem_range.mp hm
    rw [show n + k - m = n + (k - m) by omega]
```

## (f) Composition of two unequal steps

**Task.** Express \((s+t)^k\varphi_k((s+t)A)\) through the functions for the separate steps \(s\) and \(t\).

**Solution.** Multiply the identity of (e) by \(A^n\) and sum over \(n\). The left-hand side becomes \((s+t)^k\varphi_k((s+t)A)\). The first sum on the right becomes

\[
s^k\sum_{n=0}^{\infty}\sum_{i=0}^{n}\frac{(sA)^i}{(i+k)!}\,\frac{(tA)^{n-i}}{(n-i)!}
=s^k\varphi_k(sA)\,\varphi_0(tA),
\]

a Cauchy product, which absolute convergence permits. In the second sum, each fixed \(m\) gives a series for \(\varphi_{k-m}(tA)\). Altogether

\[
(s+t)^k\varphi_k((s+t)A)=s^k\varphi_k(sA)\varphi_0(tA)
+\sum_{m=0}^{k-1}\frac{s^m t^{k-m}}{m!}\,\varphi_{k-m}(tA).
\]

In the code, `h1`, `h2` and `h3` are the three convergent series, and `key` is the equality of their \(n\)-th terms, obtained from `binomial_split`. Because `s` and `t` are complex, imaginary-time steps are included.

```lean
/-- Composition of two time steps `s` and `t`: `(s + t) ^ k` times the phi function of order `k` for
the total step is expressed through phi functions of the separate steps. -/
theorem phi_add_time (k : ℕ) (s t : ℂ) (A : R) :
    (s + t) ^ k • phi k ((s + t) • A) =
      s ^ k • (phi k (s • A) * phi 0 (t • A)) +
      ∑ m ∈ range k, (s ^ m * t ^ (k - m) * (m ! : ℂ)⁻¹) • phi (k - m) (t • A) := by
  have h1 := (phi_hasSum k ((s + t) • A)).const_smul ((s + t) ^ k)
  -- Cauchy product of the two series
  have hs := phi_summable_norm k (s • A)
  have ht := phi_summable_norm 0 (t • A)
  have h2 := (summable_norm_sum_mul_range_of_summable_norm hs ht).of_norm.hasSum
  rw [← tsum_mul_tsum_eq_tsum_sum_range_of_summable_norm hs ht] at h2
  have h3 := hasSum_sum (s := range k) fun m _ =>
    (phi_hasSum (k - m) (t • A)).const_smul (s ^ m * t ^ (k - m) * (m ! : ℂ)⁻¹)
  -- it suffices to compare the coefficients of `A ^ n`
  suffices key : ∀ n : ℕ, (s + t) ^ k • (((n + k)! : ℂ)⁻¹ • ((s + t) • A) ^ n) =
      s ^ k • (∑ i ∈ range (n + 1), (((i + k)! : ℂ)⁻¹ • (s • A) ^ i) *
        (((n - i + 0)! : ℂ)⁻¹ • (t • A) ^ (n - i))) +
      ∑ m ∈ range k, (s ^ m * t ^ (k - m) * (m ! : ℂ)⁻¹) •
        (((n + (k - m))! : ℂ)⁻¹ • (t • A) ^ n) by
    rw [funext key] at h1
    exact h1.unique ((h2.const_smul (s ^ k)).add h3)
  intro n
  have e1 : (s + t) ^ k • (((n + k)! : ℂ)⁻¹ • ((s + t) • A) ^ n)
      = ((s + t) ^ (n + k) * ((n + k)! : ℂ)⁻¹) • A ^ n := by
    rw [smul_pow, smul_smul, smul_smul]
    congr 1
    ring
  refine e1.trans ?_
  rw [binomial_split, add_smul, Finset.sum_smul, Finset.sum_smul, Finset.smul_sum]
  refine congrArg₂ (· + ·) (Finset.sum_congr rfl fun i hi => ?_)
    (Finset.sum_congr rfl fun m _ => ?_)
  · have hA : A ^ i * A ^ (n - i) = A ^ n := by
      have := Finset.mem_range.mp hi
      rw [← pow_add, show i + (n - i) = n by omega]
    simp only [smul_pow, smul_mul_assoc, mul_smul_comm, smul_smul, hA, add_zero]
    congr 1
    ring
  · simp only [smul_pow, smul_smul]
    congr 1
    ring
```

## (g) Doubling at every order

**Task.** Specialise (f) to two equal steps.

**Solution.** With \(s=t=1\),

\[
2^k\varphi_k(2A)=\varphi_k(A)\varphi_0(A)+\sum_{m=0}^{k-1}\frac{1}{m!}\varphi_{k-m}(A).
\]

At \(k=0\) this is \(\varphi_0(2A)=\varphi_0(A)^2\), the familiar squaring of the propagator.

```lean
/-- Doubling at any order `k`: `2 ^ k` times `phi k (2A)` in terms of phi functions of `A`. -/
theorem phi_double (k : ℕ) (A : R) :
    (2 : ℂ) ^ k • phi k ((2 : ℂ) • A) =
      phi k A * phi 0 A + ∑ m ∈ range k, (m ! : ℂ)⁻¹ • phi (k - m) A := by
  have h := phi_add_time k 1 1 A
  simpa only [one_add_one_eq_two, one_pow, one_smul, one_mul] using h
```

## (h) First and second order in a Banach algebra

**Task.** Reduce the cases \(k=1\) and \(k=2\) to the two rules stated at the start, with \(\varphi_0(A)\) in place of \(e^A\).

**Solution.** Write \(\varphi_k\) for \(\varphi_k(A)\). By (d), \(\varphi_0=1+A\varphi_1\) and \(\varphi_1=1+A\varphi_2\).

For \(k=1\), (g) gives \(2\varphi_1(2A)=\varphi_1\varphi_0+\varphi_1\). Since \(A\) commutes with \(\varphi_1\),

\[
\varphi_1\varphi_0=\varphi_1+\varphi_1A\varphi_1=\varphi_1+A\varphi_1\varphi_1=\varphi_0\varphi_1,
\]

so \(2\varphi_1(2A)=(\varphi_0+1)\varphi_1\).

For \(k=2\), (g) gives \(4\varphi_2(2A)=\varphi_2\varphi_0+\varphi_2+\varphi_1\). Here \(\varphi_2A=A\varphi_2=\varphi_1-1\), hence

\[
\varphi_2\varphi_0=\varphi_2+\varphi_2A\varphi_1=\varphi_2+\varphi_1^2-\varphi_1.
\]

Inserting this cancels \(\varphi_1\) and leaves \(4\varphi_2(2A)=\varphi_1^2+2\varphi_2\).

The names `r0` and `r1` hold the two recurrences. In each half, `h` is the doubling formula, `e` rewrites the product containing \(A\), and `g` is the resulting algebraic identity. The tactic `noncomm_ring` collects terms without assuming that factors commute.

```lean
/-- The doubling rules of first and second order for any element `A` of a complex Banach algebra. -/
theorem phi_one_two_double (A : R) :
    phi 1 ((2 : ℂ) • A) = (1 / 2 : ℂ) • ((phi 0 A + 1) * phi 1 A) ∧
    phi 2 ((2 : ℂ) • A) = (1 / 4 : ℂ) • (phi 1 A ^ 2 + (2 : ℂ) • phi 2 A) := by
  have r0 : phi 0 A = 1 + A * phi 1 A := by simpa using phi_recurrence 0 A
  have r1 : phi 1 A = 1 + A * phi 2 A := by simpa using phi_recurrence 1 A
  constructor
  · have h : (2 : ℂ) • phi 1 ((2 : ℂ) • A) = phi 1 A * phi 0 A + phi 1 A := by
      simpa [Finset.sum_range_succ] using phi_double 1 A
    have e : phi 1 A * (A * phi 1 A) = A * phi 1 A * phi 1 A := by
      rw [← mul_assoc, ← phi_comm]
    have g : phi 1 A * phi 0 A + phi 1 A = (phi 0 A + 1) * phi 1 A := by
      rw [r0, mul_add, e]
      noncomm_ring
    rw [← g, ← h, smul_smul]
    norm_num
  · have h : (2 : ℂ) ^ 2 • phi 2 ((2 : ℂ) • A)
        = phi 2 A * phi 0 A + (phi 2 A + phi 1 A) := by
      simpa [Finset.sum_range_succ] using phi_double 2 A
    -- the recurrence turns `phi 2 A * A` into `phi 1 A - 1`
    have a : phi 2 A * A = phi 1 A - 1 := by
      rw [← phi_comm, r1]
      abel
    have e : phi 2 A * (A * phi 1 A) = (phi 1 A - 1) * phi 1 A := by
      rw [← mul_assoc, a]
    have g : phi 2 A * phi 0 A + (phi 2 A + phi 1 A)
        = phi 1 A ^ 2 + (2 : ℂ) • phi 2 A := by
      rw [r0, mul_add, e, two_smul, pow_two]
      noncomm_ring
    rw [← g, ← h, smul_smul]
    norm_num

end Banach
```

## (i) Order zero is the matrix exponential

**Task.** Identify \(\varphi_0(A)\) for a matrix.

**Solution.** At \(k=0\) the denominators are \(j!\), so the series is that of \(e^A\). In Lean the matrix has type `Matrix n n ℂ`, where `n` is a finite index set, for instance the labels of a basis, and `NormedSpace.exp` is the exponential.

```lean
variable {n : Type*} [Fintype n] [DecidableEq n]

/-- For matrices, the phi function of order zero is the matrix exponential. -/
theorem phi_zero_eq_exp (A : Matrix n n ℂ) : phi 0 A = NormedSpace.exp A := by
  rw [NormedSpace.exp_eq_tsum ℂ]
  simp only [phi, add_zero]
```

## (j) The doubling rules for complex matrices

**Task.** Prove both rules for every complex square matrix.

**Solution.** Finite matrices with a submultiplicative norm form a Banach algebra, so (h) applies, and (i) replaces \(\varphi_0(A)\) by \(e^A\). The code chooses the largest absolute row sum as its norm, through `Matrix.linftyOpNormedRing`. The norm serves only the proof and does not occur in the statement.

The theorem `matrix_phi_doubling` joins the two rules by `∧`. It has no hypothesis on `A`, which may be singular, non-Hermitian or non-diagonalisable. The rules are exact identities: they give no bound on rounding or on the error of a truncated series. Unbounded generators, such as the kinetic-energy operator before discretisation, are not covered.

For a finite matrix generator held constant over the step, \(e^A\), \(\varphi_1(A)\) and \(\varphi_2(A)\) thus determine the same three functions at \(2A\), and the doubling can be repeated until the full time step is reached.

```lean
/-- Doubling rules for every complex square matrix `A`:
`phi_1(2A) = (exp A + 1) phi_1(A) / 2` and `phi_2(2A) = (phi_1(A)^2 + 2 phi_2(A)) / 4`. -/
theorem matrix_phi_doubling (A : Matrix n n ℂ) :
    phi 1 ((2 : ℂ) • A) = (1 / 2 : ℂ) • ((NormedSpace.exp A + 1) * phi 1 A) ∧
    phi 2 ((2 : ℂ) • A) = (1 / 4 : ℂ) • (phi 1 A ^ 2 + (2 : ℂ) • phi 2 A) := by
  rw [← phi_zero_eq_exp]
  -- any submultiplicative matrix norm gives the Banach algebra structure
  let _ : NormedRing (Matrix n n ℂ) := Matrix.linftyOpNormedRing
  let _ : NormedAlgebra ℂ (Matrix n n ℂ) := Matrix.linftyOpNormedAlgebra
  exact phi_one_two_double A

end

end ExponentialIntegratorPhi
```

```lean
#print axioms ExponentialIntegratorPhi.matrix_phi_doubling
```

```
'ExponentialIntegratorPhi.matrix_phi_doubling' depends on axioms: [propext, Classical.choice, Quot.sound]
```

## Free motion as a singular example

A free particle with position \(x\) and velocity \(v\) obeys \(x'=v\), \(v'=0\). For a step of one time unit, acting on the column \((x,v)\),

\[
A=\begin{pmatrix}0&1\\0&0\end{pmatrix},\qquad A^2=0.
\]

This matrix has no inverse, and each series stops after two terms:

\[
e^A=\begin{pmatrix}1&1\\0&1\end{pmatrix},\quad
\varphi_1(A)=\begin{pmatrix}1&\tfrac12\\0&1\end{pmatrix},\quad
\varphi_2(A)=\begin{pmatrix}\tfrac12&\tfrac16\\0&\tfrac12\end{pmatrix}.
\]

The first rule gives

\[
\tfrac12\begin{pmatrix}2&1\\0&2\end{pmatrix}\begin{pmatrix}1&\tfrac12\\0&1\end{pmatrix}
=\begin{pmatrix}1&1\\0&1\end{pmatrix},
\]

which agrees with the series \(\varphi_1(2A)=1+\tfrac12(2A)\). The second gives

\[
\tfrac14\left[\begin{pmatrix}1&1\\0&1\end{pmatrix}+\begin{pmatrix}1&\tfrac13\\0&1\end{pmatrix}\right]
=\begin{pmatrix}\tfrac12&\tfrac13\\0&\tfrac12\end{pmatrix},
\]

which agrees with \(\varphi_2(2A)=\tfrac12+\tfrac16(2A)\).
